# Ising sums with couplings $LL^{\mathsf T}$ as Gaussian averages of $\prod_i 2\cosh\varphi_i$

A magnet of $N$ Ising spins $s_i=\pm1$ has Boltzmann weight $\exp(\tfrac12\, s\cdot Js+h\cdot s)$, with the inverse temperature absorbed into the coupling matrix $J$ and the external field $h$. The partition function $Z(J,h)$ is the sum of the weights over $2^N$ configurations. Couplings between different sites tie the spins together, so this sum does not in general factorise over sites (for diagonal $J$ it does, since $s_i^2=1$). When $J=LL^{\mathsf T}$ for a real $N\times M$ matrix $L$, the interaction can be traded for $M$ fluctuating Gaussian fields in which the spins are free. For such a finite classical model the result is an integral over continuous variables with a positive integrand, which Monte Carlo can sample in place of the spins.

## From spins to fields

Let $x=(x_j)$ be $M$ independent standard Gaussians and $\langle\cdot\rangle$ their average. The claim at $h=0$ is
$$\sum_s e^{|L^{\mathsf T}s|^2/2}=\Big\langle\prod_i 2\cosh (Lx)_i\Big\rangle .$$

For one Gaussian $y$ and real $t$, completing the square $ty-y^2/2=t^2/2-(y-t)^2/2$ gives $\langle e^{ty}\rangle=e^{t^2/2}$. Independent components factorise, so for a real vector $a$ with $M$ components
$$\langle e^{a\cdot x}\rangle=\prod_j e^{a_j^2/2}=e^{a\cdot a/2}.$$
Define the local fields $\varphi=Lx+h$. Then $s\cdot\varphi=h\cdot s+(L^{\mathsf T}s)\cdot x$, and $a=L^{\mathsf T}s$ has $a\cdot a=s\cdot LL^{\mathsf T}s$, so
$$\langle e^{s\cdot\varphi}\rangle=e^{s\cdot LL^{\mathsf T}s/2+h\cdot s}.$$
At fixed $\varphi$ the spins are independent. With a factor $s_i$ inserted for each site in a set $A$, a site outside $A$ contributes $e^{\varphi_i}+e^{-\varphi_i}=2\cosh\varphi_i$ and a site inside contributes $e^{\varphi_i}-e^{-\varphi_i}=\tanh\varphi_i\cdot2\cosh\varphi_i$. With $W(\varphi)=\prod_i2\cosh\varphi_i$, exchanging the finite sum and the average gives
$$\sum_s\prod_{i\in A}s_i\;e^{s\cdot LL^{\mathsf T}s/2+h\cdot s}=\Big\langle\prod_{i\in A}\tanh\varphi_i\;W(\varphi)\Big\rangle .$$
The empty set $A$ gives $Z(LL^{\mathsf T},h)=\langle W(\varphi)\rangle$, and $h=0$ gives the claim.

A nonzero symmetric $J$ with zero diagonal is never of the form $LL^{\mathsf T}$, but a shifted matrix can be. Suppose $J+c\mathbb 1=LL^{\mathsf T}$ for a real $c$, a self-coupling of each spin. Since $s\cdot s=N$, it multiplies every weight by the same factor $e^{cN/2}$, so
$$Z(J,h)=e^{-cN/2}\langle W(Lx+h)\rangle .$$

## Configurations, fields and weights in Lean

The finite types `n` and `m` index sites and fields. They carry no lattice geometry, and either may be empty.

```lean
import Mathlib

open Matrix MeasureTheory ProbabilityTheory

namespace IsingAuxiliaryField

noncomputable section

variable {n m : Type*} [Fintype n] [DecidableEq n] [Fintype m]
```

A configuration is a real function on the sites with values in $\{1,-1\}$.

```lean
/-- The Ising configurations: every site carries a spin `+1` or `-1`. -/
def spins (n : Type*) [Fintype n] [DecidableEq n] : Finset (n → ℝ) :=
  Fintype.piFinset fun _ => ({1, -1} : Finset ℝ)
```

The field law is the product of Gaussians of mean 0 and variance 1, so integration against `gaussField m` is $\langle\cdot\rangle$.

```lean
/-- The joint law of independent standard Gaussian fields, one for each index in `m`. -/
def gaussField (m : Type*) [Fintype m] : Measure (m → ℝ) :=
  Measure.pi fun _ => gaussianReal 0 1
```

Here `⬝ᵥ` is the dot product and `*ᵥ` the matrix–vector product. For symmetric $J$ the factor $\tfrac12$ counts each pair once, positive $J_{ij}$ is ferromagnetic, and diagonal entries are kept.

```lean
/-- The Boltzmann weight `exp(s·Js/2 + h·s)` for couplings `J` and external field `h`, with
the inverse temperature absorbed in both. -/
def boltzmann (J : Matrix n n ℝ) (h s : n → ℝ) : ℝ :=
  Real.exp (s ⬝ᵥ J *ᵥ s / 2 + h ⬝ᵥ s)

/-- The Ising partition function: the Boltzmann weight summed over all spin configurations. -/
def partitionFunction (J : Matrix n n ℝ) (h : n → ℝ) : ℝ :=
  ∑ s ∈ spins n, boltzmann J h s
```

`fieldWeight` is $W$.

```lean
/-- The product over sites of `2 cosh φ_i` for local fields `φ`. -/
def fieldWeight (φ : n → ℝ) : ℝ :=
  ∏ i, 2 * Real.cosh (φ i)
```

## The Gaussian average

Lean assigns the value zero to the integral of a non-integrable function, so integrability is proved explicitly. `Real.exp_sum` turns $e^{a\cdot x}$ into a product of integrable one-dimensional factors.

```lean
/-- The exponential `exp(a·x)` of a linear function of the Gaussian fields is integrable. -/
theorem gauss_exp_integrable (a : m → ℝ) :
    Integrable (fun x => Real.exp (a ⬝ᵥ x)) (gaussField m) := by
  have h := Integrable.fintype_prod (f := fun j (y : ℝ) => Real.exp (a j * y))
    (μ := fun _ : m => gaussianReal 0 1) (fun j => integrable_exp_mul_gaussianReal (a j))
  simpa only [gaussField, dotProduct, Real.exp_sum] using h
```

In the average, `h1` is the one-field formula, taken from the Gaussian moment generating function, `h2` is the factorisation, and the `calc` chain reassembles the exponent $a\cdot a/2$.

```lean
/-- The Gaussian average of `exp(a·x)` is `exp(a·a/2)`. -/
theorem gauss_exp_average (a : m → ℝ) :
    ∫ x, Real.exp (a ⬝ᵥ x) ∂(gaussField m) = Real.exp (a ⬝ᵥ a / 2) := by
  -- one field component
  have h1 : ∀ t : ℝ, ∫ y, Real.exp (t * y) ∂(gaussianReal 0 1) = Real.exp (t ^ 2 / 2) := by
    intro t
    have := congrFun (mgf_id_gaussianReal (μ := 0) (v := 1)) t
    simpa [mgf] using this
  -- independent components factorise
  have h2 := integral_fintype_prod_eq_prod (E := fun _ : m => ℝ)
    (f := fun j (y : ℝ) => Real.exp (a j * y)) (μ := fun _ : m => gaussianReal 0 1)
  calc ∫ x, Real.exp (a ⬝ᵥ x) ∂(gaussField m)
      = ∫ x : m → ℝ, ∏ j, Real.exp (a j * x j)
          ∂(Measure.pi fun _ : m => gaussianReal 0 1) := by
        simp only [gaussField, dotProduct, Real.exp_sum]
    _ = ∏ j, ∫ y, Real.exp (a j * y) ∂(gaussianReal 0 1) := h2
    _ = ∏ j, Real.exp (a j ^ 2 / 2) := by simp only [h1]
    _ = Real.exp (a ⬝ᵥ a / 2) := by
        rw [← Real.exp_sum]
        congr 1
        simp only [dotProduct, Finset.sum_div, sq]
```

For one vector `s`, not required to be a spin configuration, `he` splits $s\cdot\varphi$ and `hq` is $s\cdot LL^{\mathsf T}s=a\cdot a$.

```lean
omit [DecidableEq n] in
/-- For a fixed vector `s`, the function `exp(s·(Lx + h))` of the Gaussian fields is
integrable and its average is the Boltzmann weight of `s` for the couplings `L Lᵀ`. -/
theorem boltzmann_as_average (L : Matrix n m ℝ) (h s : n → ℝ) :
    Integrable (fun x => Real.exp (s ⬝ᵥ (L *ᵥ x + h))) (gaussField m) ∧
      ∫ x, Real.exp (s ⬝ᵥ (L *ᵥ x + h)) ∂(gaussField m) = boltzmann (L * Lᵀ) h s := by
  -- the fields couple linearly to the source `Lᵀ s`
  have he : ∀ x : m → ℝ, Real.exp (s ⬝ᵥ (L *ᵥ x + h))
      = Real.exp (h ⬝ᵥ s) * Real.exp ((Lᵀ *ᵥ s) ⬝ᵥ x) := by
    intro x
    rw [dotProduct_add, Matrix.dotProduct_mulVec, Matrix.mulVec_transpose,
      dotProduct_comm s h, Real.exp_add, mul_comm]
  have hq : s ⬝ᵥ (L * Lᵀ) *ᵥ s = (Lᵀ *ᵥ s) ⬝ᵥ (Lᵀ *ᵥ s) := by
    rw [← Matrix.mulVec_mulVec, Matrix.dotProduct_mulVec, Matrix.mulVec_transpose]
  simp only [he]
  refine ⟨(gauss_exp_integrable _).const_mul _, ?_⟩
  rw [integral_const_mul, gauss_exp_average, boltzmann, hq, ← Real.exp_add, add_comm]
```

## Summing out the spins

The helper `hA` extends a product over $A$ to all sites by inserting ones. `Finset.prod_univ_sum` converts the sum over configurations into a product of two-term sums, and `split_ifs` separates sites in $A$, which give $2\sinh\varphi_i$, from the rest, which give $2\cosh\varphi_i$.

```lean
/-- For free spins in local fields `φ`, the sum over configurations of the product of the
spins on a set `A` times `exp(s·φ)` is `∏_{i ∈ A} tanh φ_i` times `∏_i 2 cosh φ_i`. -/
theorem spin_trace (A : Finset n) (φ : n → ℝ) :
    ∑ s ∈ spins n, (∏ i ∈ A, s i) * Real.exp (s ⬝ᵥ φ)
      = (∏ i ∈ A, Real.tanh (φ i)) * fieldWeight φ := by
  have hA : ∀ f : n → ℝ, ∏ i ∈ A, f i = ∏ i, if i ∈ A then f i else 1 := by
    intro f
    rw [Finset.prod_ite_mem, Finset.univ_inter]
  calc ∑ s ∈ spins n, (∏ i ∈ A, s i) * Real.exp (s ⬝ᵥ φ)
      = ∑ s ∈ spins n, ∏ i, ((if i ∈ A then s i else 1) * Real.exp (s i * φ i)) := by
        refine Finset.sum_congr rfl fun s _ => ?_
        rw [hA s, Finset.prod_mul_distrib, ← Real.exp_sum]
        rfl
    -- the sites decouple
    _ = ∏ i, ∑ σ ∈ ({1, -1} : Finset ℝ),
          (if i ∈ A then σ else 1) * Real.exp (σ * φ i) := by
        unfold spins
        exact (Finset.prod_univ_sum (fun _ : n => ({1, -1} : Finset ℝ))
          (fun i σ => (if i ∈ A then σ else 1) * Real.exp (σ * φ i))).symm
    -- each site gives `2 sinh` or `2 cosh`
    _ = ∏ i, (if i ∈ A then Real.tanh (φ i) else 1) * (2 * Real.cosh (φ i)) := by
        refine Finset.prod_congr rfl fun i _ => ?_
        have hc := (Real.cosh_pos (φ i)).ne'
        have ht : Real.tanh (φ i) * (2 * Real.cosh (φ i)) = 2 * Real.sinh (φ i) := by
          rw [Real.tanh_eq_sinh_div_cosh]
          field_simp
        rw [Finset.sum_pair (by norm_num : (1 : ℝ) ≠ -1)]
        split_ifs
        · rw [ht, Real.sinh_eq]
          simp only [one_mul, neg_mul]
          ring
        · rw [Real.cosh_eq]
          simp only [one_mul, neg_mul]
          ring
    _ = (∏ i ∈ A, Real.tanh (φ i)) * fieldWeight φ := by
        rw [Finset.prod_mul_distrib, hA (fun i => Real.tanh (φ i))]
        rfl
```

The correlation identity rewrites the integrand as a spin sum (`e`), finds each term integrable (`hi`), and exchanges sum and integral with `integral_finsetSum`. Both sides are unnormalised: the thermal average of $\prod_{i\in A}s_i$ is $\langle\prod_{i\in A}\tanh\varphi_i\,W\rangle/\langle W\rangle$.

```lean
/-- For couplings `L Lᵀ`, the Boltzmann-weighted sum of the product of the spins on `A` is
the Gaussian average of the integrable function `∏_{i ∈ A} tanh φ_i ∏_i 2 cosh φ_i`, where
`φ = Lx + h`. -/
theorem correlation_as_field_average (L : Matrix n m ℝ) (h : n → ℝ) (A : Finset n) :
    Integrable (fun x => (∏ i ∈ A, Real.tanh ((L *ᵥ x + h) i)) * fieldWeight (L *ᵥ x + h))
      (gaussField m) ∧
    ∑ s ∈ spins n, (∏ i ∈ A, s i) * boltzmann (L * Lᵀ) h s
      = ∫ x, (∏ i ∈ A, Real.tanh ((L *ᵥ x + h) i)) * fieldWeight (L *ᵥ x + h)
          ∂(gaussField m) := by
  have e : ∀ x : m → ℝ, (∏ i ∈ A, Real.tanh ((L *ᵥ x + h) i)) * fieldWeight (L *ᵥ x + h)
      = ∑ s ∈ spins n, (∏ i ∈ A, s i) * Real.exp (s ⬝ᵥ (L *ᵥ x + h)) :=
    fun x => (spin_trace A (L *ᵥ x + h)).symm
  have hi : ∀ s ∈ spins n, Integrable
      (fun x => (∏ i ∈ A, s i) * Real.exp (s ⬝ᵥ (L *ᵥ x + h))) (gaussField m) :=
    fun s _ => (boltzmann_as_average L h s).1.const_mul _
  simp only [e]
  constructor
  · exact integrable_finsetSum _ hi
  · -- exchange the spin sum with the field average
    rw [integral_finsetSum _ hi]
    refine Finset.sum_congr rfl fun s _ => ?_
    rw [integral_const_mul, (boltzmann_as_average L h s).2]
```

Setting `A` to `∅` gives the partition function, with the integrability of $W(Lx+h)$.

```lean
/-- Hubbard-Stratonovich form of the Ising partition function in an external field: for
couplings `L Lᵀ` it is the Gaussian average of the integrable function
`∏_i 2 cosh((Lx + h)_i)`. -/
theorem partitionFunction_as_field_average (L : Matrix n m ℝ) (h : n → ℝ) :
    Integrable (fun x => fieldWeight (L *ᵥ x + h)) (gaussField m) ∧
    partitionFunction (L * Lᵀ) h = ∫ x, fieldWeight (L *ᵥ x + h) ∂(gaussField m) := by
  simpa only [partitionFunction, Finset.prod_empty, one_mul]
    using correlation_as_field_average L h ∅
```

## The zero-field identity

In words, for every real matrix `L`, the spin sum of $\exp(\tfrac12\sum_j(L^{\mathsf T}s)_j^2)$ equals the Gaussian average of $\prod_i2\cosh(Lx)_i$. The squared Euclidean norm is written as an explicit sum of squares. The proof sets $h=0$ in the previous theorem and repeats `hq`. This is the Hubbard–Stratonovich transformation for finitely many commuting classical spins and real fields. It involves no operators, imaginary fields, continuum limit or thermodynamic limit, and says nothing about sampling efficiency.

```lean
/-- The sum over spins of `exp(|Lᵀ s|²/2)` equals the average over independent standard
Gaussian fields `x` of `∏_i 2 cosh((Lx)_i)`. -/
theorem ising_hubbard_stratonovich (L : Matrix n m ℝ) :
    ∑ s ∈ spins n, Real.exp ((∑ j, (Lᵀ *ᵥ s) j ^ 2) / 2)
      = ∫ x, ∏ i, 2 * Real.cosh ((L *ᵥ x) i) ∂(gaussField m) := by
  have h0 := (partitionFunction_as_field_average L 0).2
  simp only [partitionFunction, boltzmann, fieldWeight, add_zero, zero_dotProduct] at h0
  rw [← h0]
  refine Finset.sum_congr rfl fun s _ => ?_
  have hq : s ⬝ᵥ (L * Lᵀ) *ᵥ s = (Lᵀ *ᵥ s) ⬝ᵥ (Lᵀ *ᵥ s) := by
    rw [← Matrix.mulVec_mulVec, Matrix.dotProduct_mulVec, Matrix.mulVec_transpose]
  rw [hq]
  simp only [dotProduct, sq]
```

## Couplings that factorise after a shift

The hypothesis `hJ` is $J+c\mathbb 1=LL^{\mathsf T}$, which forces $J$ to be symmetric, and `Fintype.card n` is $N$. The theorem assumes the factorisation; that a symmetric $J$ admits one with $M=N$ fields once $c$ is at least minus its lowest eigenvalue is ordinary linear algebra left unproved here. The proof compares weights configuration by configuration, with `hsq` giving $s_i^2=1$ and `hss` giving $s\cdot s=N$.

```lean
/-- If the couplings shifted on the diagonal factorise as `J + c·1 = L Lᵀ`, the partition
function of `J` on `N` sites is `exp(-cN/2)` times the Gaussian average of
`∏_i 2 cosh((Lx + h)_i)`. -/
theorem partitionFunction_diagonal_shift (J : Matrix n n ℝ) (c : ℝ) (L : Matrix n m ℝ)
    (h : n → ℝ) (hJ : J + c • (1 : Matrix n n ℝ) = L * Lᵀ) :
    partitionFunction J h = Real.exp (-(c * Fintype.card n) / 2)
      * ∫ x, fieldWeight (L *ᵥ x + h) ∂(gaussField m) := by
  rw [← (partitionFunction_as_field_average L h).2, ← hJ]
  unfold partitionFunction
  rw [Finset.mul_sum]
  refine Finset.sum_congr rfl fun s hs => ?_
  -- every spin squares to one, so `s·s` counts the sites
  have hsq : ∀ i, s i * s i = 1 := by
    intro i
    have hi : s i ∈ ({1, -1} : Finset ℝ) := Fintype.mem_piFinset.mp hs i
    rcases Finset.mem_insert.mp hi with h1 | h1
    · rw [h1]; norm_num
    · rw [Finset.mem_singleton.mp h1]; norm_num
  have hss : s ⬝ᵥ s = (Fintype.card n : ℝ) := by simp [dotProduct, hsq]
  have h1 : (c • (1 : Matrix n n ℝ)) *ᵥ s = c • s := by
    rw [Matrix.smul_mulVec, Matrix.one_mulVec]
  unfold boltzmann
  rw [← Real.exp_add]
  congr 1
  rw [Matrix.add_mulVec, h1, dotProduct_add, dotProduct_smul, hss, smul_eq_mul]
  ring
```

The antiferromagnetic dimer on sites 0 and 1, with weight $e^{-s_0s_1}$ at $h=0$, satisfies `hJ` with $c=1$ and $L=(1,-1)^{\mathsf T}$, a single field $x_0$ acting on the two sites with opposite signs. The shift theorem then reads $Z=e^{-1}\langle4\cosh^2x_0\rangle$. Evaluated by hand, using $4\cosh^2x_0=2+e^{2x_0}+e^{-2x_0}$, both sides equal $2e+2e^{-1}$.

```lean
/-- Two sites with coupling `-1` and diagonal shift `1` factorise as `L Lᵀ` with a single
field entering the sites with opposite signs. -/
theorem diagonal_shift_witness :
    (!![0, -1; -1, 0] : Matrix (Fin 2) (Fin 2) ℝ) + (1 : ℝ) • (1 : Matrix (Fin 2) (Fin 2) ℝ)
      = (!![1; -1] : Matrix (Fin 2) (Fin 1) ℝ) * (!![1; -1] : Matrix (Fin 2) (Fin 1) ℝ)ᵀ := by
  ext i j
  fin_cases i <;> fin_cases j <;> simp [Matrix.mul_apply]

end

end IsingAuxiliaryField
```

```lean
#print axioms IsingAuxiliaryField.partitionFunction_as_field_average
-- 'IsingAuxiliaryField.partitionFunction_as_field_average' depends on axioms: [propext, Classical.choice, Quot.sound]
#print axioms IsingAuxiliaryField.ising_hubbard_stratonovich
-- 'IsingAuxiliaryField.ising_hubbard_stratonovich' depends on axioms: [propext, Classical.choice, Quot.sound]
#print axioms IsingAuxiliaryField.partitionFunction_diagonal_shift
-- 'IsingAuxiliaryField.partitionFunction_diagonal_shift' depends on axioms: [propext, Classical.choice, Quot.sound]
```
